# Shifting the energy of FeO alone by u changes the reaction energy of 2 Fe + O₂ → 2 FeO by 2u

The theorem `iron_oxide_shift` says two things about the reaction 2 Fe + O₂ → 2 FeO: it conserves iron and oxygen, and adding `u` to the energy of FeO alone adds `2 * u` to the reaction energy. The phase energies are arbitrary real numbers, one per formula unit, and the reaction energy is their sum weighted by the coefficients −2, −1 and 2. Balance means that, for each element, the same weighted sum of its amounts in the three phases is zero. The attempt proves balance by treating the two elements separately with `fin_cases` and leaving the sums to `norm_num`, and proves the energy shift with `simp` and `ring`.

Lean 4 with Mathlib refuses this proof:

```lean
import Mathlib

open Finset

namespace IronOxideShift

variable {ι κ : Type*} [Fintype ι] [Fintype κ]

/-- A reaction with coefficients `r i` (products positive, reactants negative) is balanced when
it conserves the amount of every element `k`; `x i k` is the amount of `k` in phase `i`. -/
def IsBalanced (x : ι → κ → ℝ) (r : ι → ℝ) : Prop :=
  ∀ k, ∑ i, r i * x i k = 0

/-- The reaction energy: the phase energies `E i` weighted by the reaction coefficients. -/
def reactionEnergy (r E : ι → ℝ) : ℝ :=
  ∑ i, r i * E i

/-- For the phases Fe, O₂ and FeO, the reaction 2 Fe + O₂ → 2 FeO is balanced, and shifting the
energy of FeO alone by `u` changes its reaction energy by `2 * u`. -/
theorem iron_oxide_shift (E : Fin 3 → ℝ) (u : ℝ) :
    IsBalanced (![![1, 0], ![0, 2], ![1, 1]] : Fin 3 → Fin 2 → ℝ) ![-2, -1, 2] ∧
      reactionEnergy ![-2, -1, 2] (E + ![0, 0, u]) - reactionEnergy ![-2, -1, 2] E
        = 2 * u := by
  constructor
  · intro k
    fin_cases k <;> norm_num [Fin.sum_univ_three]
  · simp [reactionEnergy, Fin.sum_univ_three]
    ring

end IronOxideShift
```

Lean reports:

```
Main.lean:25:2: error: unsolved goals
case left.«0»
E : Fin 3 → ℝ
u : ℝ
⊢ -2 + ![-2, -1, 2] 2 * Matrix.vecCons 1 (fun i => Matrix.vecCons 0 (fun i => 1) i) 2 = 0

case left.«1»
E : Fin 3 → ℝ
u : ℝ
⊢ -2 + ![-2, -1, 2] 2 * Matrix.vecCons 0 (fun i => Matrix.vecCons 2 (fun i => 1) i) 2 = 0
```

Diagnosis. The message shows two goals left over from the balance part, one for iron and one for oxygen. Both are true. In each, `norm_num` has expanded the sum and worked out the first two terms, which come to `-2`, but has left the FeO term as vector entries at index `2`, such as `![-2, -1, 2] 2`. Simp lemmas cover entries `0` and `1`. Reading off entry `2` here takes the simplification procedure `Matrix.cons_val`, which `simp` runs and `norm_num` does not. That is why the energy part, which uses `simp`, gets past the same vector.

The repair expands the sum first, with `rw [Fin.sum_univ_three]`, and then splits into the two elements. In each case `show` restates the goal in plain numbers, for iron `(-2 : ℝ) * 1 + -1 * 0 + 2 * 1 = 0`. Lean accepts this because the vector entries equal those numbers by definition. Only arithmetic is then left, and `norm_num` does it.

Lean accepts the file once it reads:

```diff
@@ -24,5 +24,10 @@
   constructor
   · intro k
-    fin_cases k <;> norm_num [Fin.sum_univ_three]
+    rw [Fin.sum_univ_three]
+    fin_cases k
+    · show (-2 : ℝ) * 1 + -1 * 0 + 2 * 1 = 0
+      norm_num
+    · show (-2 : ℝ) * 0 + -1 * 2 + 2 * 1 = 0
+      norm_num
   · simp [reactionEnergy, Fin.sum_univ_three]
     ring
```
